# For a positive definite phonon collision matrix, the slowest relaxation rate bounds the conductivity lost by truncating the heat-current correlation

Suppose that the heat current in a crystal relaxes through a single mode at rate $g>0$. If the current has amplitude $b\ne0$, with constant prefactors such as volume and temperature absorbed in $b$, its correlation at time $t\ge0$ is $b^2e^{-gt}$, and the conductivity is the integral from $t=0$ to infinity, $b^2/g$. Stopping the integral at a time $T\ge 0$ gives

$$\int_0^T b^2e^{-gt}\,dt=\left(1-e^{-gT}\right)\frac{b^2}{g},$$

so the fraction $e^{-gT}$ of the conductivity is missing. In a real crystal many phonon states carry heat, and collisions couple them. How much can the truncated integral then miss?

## A finite kinetic model of the heat current

Take finitely many phonon states, for instance the branches on a grid of wavevectors. Deviations $f$ from equilibrium, scaled state by state so that the collision matrix $O$ is real and symmetric, relax by the linearised Boltzmann equation $\dot f=-Of$. The real vector $b$ holds the heat current per unit of scaled deviation in each state. In Lean the states are the elements of a finite type `n`.

```lean
import Mathlib

open Matrix Filter

namespace PhononGreenKubo

noncomputable section

variable {n : Type*} [Fintype n] [DecidableEq n]
```

The correlation is $C(t)=b\cdot e^{-tO}b$. Here `NormedSpace.exp` is the true matrix exponential, not an entrywise one, `*ᵥ` applies a matrix to a vector and `⬝ᵥ` is the dot product.

```lean
/-- The heat-current correlation `b · exp(-tO) b` at time `t`, for collision matrix `O` and
heat-current vector `b`. -/
def correlation (O : Matrix n n ℝ) (b : n → ℝ) (t : ℝ) : ℝ :=
  b ⬝ᵥ (NormedSpace.exp (-(t • O)) *ᵥ b)
```

The conductivity is $k=b\cdot O^{-1}b$, often written $\kappa$. It is the component along one direction, with prefactors such as volume and temperature absorbed in $b$. Lean sets the inverse of a singular matrix to zero, so the definition has its physical meaning only for invertible $O$.

```lean
/-- The conductivity `b · O⁻¹ b`, for an invertible collision matrix `O`. -/
def conductivity (O : Matrix n n ℝ) (b : n → ℝ) : ℝ :=
  b ⬝ᵥ (O⁻¹ *ᵥ b)
```

The truncated conductivity is $K(T)=\int_0^T C(t)\,dt$. The letter $T$ is a cutoff time throughout, not a temperature.

```lean
/-- The time integral of the heat-current correlation from `0` to the cutoff `T`. -/
def truncatedConductivity (O : Matrix n n ℝ) (b : n → ℝ) (T : ℝ) : ℝ :=
  ∫ t in (0 : ℝ)..T, correlation O b t
```

The main results assume that $O$ is positive definite (`O.PosDef`, which includes symmetry). Physically, every deviation that the model keeps decays, and none is conserved. The step left to the user is to obtain such an $O$ and $b$ from an actual phonon Boltzmann equation: the collision operator has to be discretised and symmetrised, and the zero mode due to energy conservation, which carries no heat current, has to be removed by writing $O$ and $b$ in an orthonormal basis of the deviations orthogonal to it. The elements of `n` then label these basis vectors instead of single phonon states. A projection that keeps the original matrix size would leave the eigenvalue zero in place. Any other zero mode may be removed in this way only if it is orthogonal to $b$. If it is not, as can happen for crystal momentum when no collision relaxes it, the correlation does not decay to zero and the conductivity is infinite.

## (a) Independent relaxation modes

**Task.** Show that a positive definite $O$ has orthonormal modes with positive rates $d_i$ taken from its spectrum:

$$O=UDU^{\mathsf T},\qquad U^{\mathsf T}U=1,\qquad D=\mathrm{diag}(d_i),\qquad d_i>0.$$

**Solution.** A real symmetric matrix has an orthonormal basis of eigenvectors $u_i$, with $Ou_i=d_iu_i$. Put them in the columns of $U$. Then $OU=UD$, and multiplying by $U^{\mathsf T}$ from the right gives $O=UDU^{\mathsf T}$, because $UU^{\mathsf T}=1$ for a square orthogonal matrix. Positive definiteness gives $d_i=u_i\cdot Ou_i>0$.

The Lean proof takes the eigenvectors and eigenvalues from Mathlib's spectral theorem. That theorem is stated with the conjugate transpose, which `hs` turns into the ordinary transpose for real entries.

```lean
/-- A symmetric positive definite collision matrix has an orthonormal set of relaxation modes,
the columns of `U`, whose rates `d i` are positive and belong to its spectrum. -/
theorem exists_modes {O : Matrix n n ℝ} (hO : O.PosDef) :
    ∃ (U : Matrix n n ℝ) (d : n → ℝ), Uᵀ * U = 1 ∧ O = U * diagonal d * Uᵀ ∧
      (∀ i, 0 < d i) ∧ ∀ i, d i ∈ spectrum ℝ O := by
  have h := hO.isHermitian
  have hs : star (h.eigenvectorUnitary : Matrix n n ℝ)
      = (h.eigenvectorUnitary : Matrix n n ℝ)ᵀ := by
    rw [star_eq_conjTranspose, conjTranspose_eq_transpose_of_trivial]
  refine ⟨h.eigenvectorUnitary, h.eigenvalues, ?_, ?_, fun i => hO.eigenvalues_pos i,
    fun i => h.eigenvalues_mem_spectrum_real i⟩
  · rw [← hs]
    exact Matrix.mem_unitaryGroup_iff'.mp h.eigenvectorUnitary.2
  · have e := h.spectral_theorem
    rw [Unitary.conjStarAlgAut_apply] at e
    have hd : (RCLike.ofReal ∘ h.eigenvalues : n → ℝ) = h.eigenvalues := by
      ext i
      simp
    rw [hd] at e
    rw [← hs]
    exact e
```

## (b) Quadratic forms in mode components

**Task.** Let $c_i=\sum_j b_jU_{ji}$ be the component of $b$ along mode $i$, written `(b ᵥ* U) i` in Lean. Show that

$$b\cdot UDU^{\mathsf T}b=\sum_i d_i\,c_i^2.$$

**Solution.** Moving $U$ to the left factor gives $(U^{\mathsf T}b)\cdot D(U^{\mathsf T}b)$. Since $(U^{\mathsf T}b)_i=c_i$ and $D$ is diagonal, this equals $\sum_i c_i\,d_i\,c_i$.

The identity needs neither orthogonality nor positive rates, and the Lean statement assumes neither. The rewrite with `Matrix.dotProduct_mulVec` is the move of $U$ to the left.

```lean
/-- For any square matrix `U`, the quadratic form of `U * diagonal d * Uᵀ` at `b` is the sum of the
`d i` weighted by the squared dot products of `b` with the columns of `U`. -/
theorem quadratic_modes (U : Matrix n n ℝ) (d b : n → ℝ) :
    b ⬝ᵥ ((U * diagonal d * Uᵀ) *ᵥ b) = ∑ i, d i * (b ᵥ* U) i ^ 2 := by
  rw [← Matrix.mulVec_mulVec, ← Matrix.mulVec_mulVec, Matrix.dotProduct_mulVec,
    Matrix.mulVec_transpose]
  unfold dotProduct
  refine Finset.sum_congr rfl fun i _ => ?_
  rw [Matrix.mulVec_diagonal]
  ring
```

## (c) The correlation as a sum of exponentials

**Task.** For $O=UDU^{\mathsf T}$ with $U^{\mathsf T}U=1$, show that

$$C(t)=\sum_i e^{-td_i}\,c_i^2.$$

**Solution.** In a power of $-tUDU^{\mathsf T}$ the inner products $U^{\mathsf T}U$ cancel, so

$$(-tUDU^{\mathsf T})^m=U(-tD)^mU^{\mathsf T}$$

for every $m\ge 0$; the case $m=0$ is $UU^{\mathsf T}=1$. Dividing by $m!$ and summing gives $e^{-tO}=U\,\mathrm{diag}(e^{-td_i})\,U^{\mathsf T}$. Part (b), with $e^{-td_i}$ in place of $d_i$, finishes the calculation.

In Lean, `harg` writes the exponent as a diagonal matrix conjugated by $U$. `Matrix.exp_conj` then takes the exponential inside the conjugation, and `Matrix.exp_diagonal` evaluates it on the diagonal.

```lean
/-- For orthonormal modes `U` with rates `d`, the heat-current correlation is a sum of
exponentials, one for each mode. -/
theorem correlation_modes {U : Matrix n n ℝ} (hU : Uᵀ * U = 1) (d b : n → ℝ) (t : ℝ) :
    correlation (U * diagonal d * Uᵀ) b t
      = ∑ i, Real.exp (-(t * d i)) * (b ᵥ* U) i ^ 2 := by
  have hinv : U⁻¹ = Uᵀ := Matrix.inv_eq_left_inv hU
  have hu : IsUnit U :=
    (Matrix.isUnit_iff_isUnit_det U).2 (Matrix.isUnit_det_of_left_inverse hU)
  have hdiag : diagonal (fun i => -(t * d i)) = -(t • diagonal d) := by
    ext i j
    rcases eq_or_ne i j with rfl | h
    · simp
    · simp [h]
  have harg : -(t • (U * diagonal d * Uᵀ))
      = U * diagonal (fun i => -(t * d i)) * U⁻¹ := by
    rw [hinv, hdiag]
    simp only [Matrix.mul_neg, Matrix.neg_mul, Matrix.mul_smul, Matrix.smul_mul]
  have hexp : NormedSpace.exp (fun i => -(t * d i))
      = fun i => Real.exp (-(t * d i)) := by
    ext i
    rw [Pi.coe_exp, Real.exp_eq_exp_ℝ]
  -- the exponential acts on each mode separately
  unfold correlation
  rw [harg, Matrix.exp_conj _ _ hu, Matrix.exp_diagonal, hinv, hexp, quadratic_modes]
```

## (d) The conductivity as a sum over modes

**Task.** With the same $U$ and nonzero rates, show that

$$k=\sum_i\frac{c_i^2}{d_i}.$$

**Solution.** The inverse of $O$ is $UD^{-1}U^{\mathsf T}$, because

$$UDU^{\mathsf T}\,UD^{-1}U^{\mathsf T}=UDD^{-1}U^{\mathsf T}=UU^{\mathsf T}=1.$$

Now apply part (b) with $1/d_i$ in place of $d_i$.

The `calc` block is this chain of products, and `Matrix.inv_eq_right_inv` concludes that the right inverse is the inverse.

```lean
/-- For orthonormal modes `U` with nonzero rates `d`, each mode contributes to the conductivity
its squared heat-current component divided by its rate. -/
theorem conductivity_modes {U : Matrix n n ℝ} (hU : Uᵀ * U = 1) {d : n → ℝ}
    (hd : ∀ i, d i ≠ 0) (b : n → ℝ) :
    conductivity (U * diagonal d * Uᵀ) b = ∑ i, (d i)⁻¹ * (b ᵥ* U) i ^ 2 := by
  have hDD : diagonal d * diagonal (fun i => (d i)⁻¹) = 1 := by
    rw [Matrix.diagonal_mul_diagonal, ← Matrix.diagonal_one]
    congr 1
    ext i
    exact mul_inv_cancel₀ (hd i)
  have hinv : (U * diagonal d * Uᵀ)⁻¹ = U * diagonal (fun i => (d i)⁻¹) * Uᵀ := by
    apply Matrix.inv_eq_right_inv
    calc U * diagonal d * Uᵀ * (U * diagonal (fun i => (d i)⁻¹) * Uᵀ)
        = U * diagonal d * (Uᵀ * U) * diagonal (fun i => (d i)⁻¹) * Uᵀ := by
          simp only [Matrix.mul_assoc]
      _ = U * (diagonal d * diagonal (fun i => (d i)⁻¹)) * Uᵀ := by
          rw [hU, Matrix.mul_one, Matrix.mul_assoc U]
      _ = 1 := by rw [hDD, Matrix.mul_one, mul_eq_one_comm.mp hU]
  unfold conductivity
  rw [hinv, quadratic_modes]
```

## (e) What the cutoff does to each mode

**Task.** Under the assumptions of part (d), show that

$$K(T)=\sum_i\left(1-e^{-Td_i}\right)\frac{c_i^2}{d_i}.$$

**Solution.** Integrate the sum in part (c) term by term:

$$\int_0^T e^{-td_i}\,dt=\left[-\frac{e^{-td_i}}{d_i}\right]_0^T=\frac{1-e^{-Td_i}}{d_i}.$$

For positive rates and $T>0$, mode $i$ loses the fraction $e^{-Td_i}$ of its own contribution, which is larger for slower modes.

In Lean, `hder` checks the antiderivative of the whole sum, `hcont` supplies the continuity needed for integrability, and the fundamental theorem of calculus evaluates the integral.

```lean
/-- For orthonormal modes `U` with nonzero rates `d`, cutting the time integral at `T` multiplies
the contribution of mode `i` to the conductivity by `1 - exp(-T d i)`. -/
theorem truncated_modes {U : Matrix n n ℝ} (hU : Uᵀ * U = 1) {d : n → ℝ}
    (hd : ∀ i, d i ≠ 0) (b : n → ℝ) (T : ℝ) :
    truncatedConductivity (U * diagonal d * Uᵀ) b T
      = ∑ i, (1 - Real.exp (-(T * d i))) * ((d i)⁻¹ * (b ᵥ* U) i ^ 2) := by
  unfold truncatedConductivity
  simp only [correlation_modes hU]
  -- an antiderivative, mode by mode
  have hder : ∀ t ∈ Set.uIcc 0 T, HasDerivAt
      (fun s => ∑ i, -Real.exp (-(s * d i)) * ((d i)⁻¹ * (b ᵥ* U) i ^ 2))
      (∑ i, Real.exp (-(t * d i)) * (b ᵥ* U) i ^ 2) t := by
    intro t _
    refine HasDerivAt.fun_sum fun i _ => ?_
    have h1 : HasDerivAt (fun s : ℝ => -(s * d i)) (-(1 * d i)) t :=
      ((hasDerivAt_id t).mul_const (d i)).fun_neg
    refine (h1.exp.fun_neg.mul_const ((d i)⁻¹ * (b ᵥ* U) i ^ 2)).congr_deriv ?_
    have := hd i
    field_simp
  have hcont : Continuous
      (fun t : ℝ => ∑ i, Real.exp (-(t * d i)) * (b ᵥ* U) i ^ 2) := by
    fun_prop
  rw [intervalIntegral.integral_eq_sub_of_hasDerivAt hder (hcont.intervalIntegrable 0 T),
    ← Finset.sum_sub_distrib]
  refine Finset.sum_congr rfl fun i _ => ?_
  rw [zero_mul, neg_zero, Real.exp_zero]
  ring
```

## (f) Bounds from the slowest rate

**Task.** Let $O$ be positive definite, let $g$ be a lower bound of its eigenvalues, and let $T\ge 0$. Show that

$$\left(1-e^{-gT}\right)k\;\le\;K(T)\;\le\;k.$$

**Solution.** Use the modes of part (a) and set $w_i=c_i^2/d_i\ge 0$, so that $k=\sum_iw_i$. From $d_i\ge g$ and $T\ge 0$ it follows that $0<e^{-Td_i}\le e^{-gT}$, hence

$$\left(1-e^{-gT}\right)w_i\le\left(1-e^{-Td_i}\right)w_i\le w_i.$$

Summing over $i$ gives both bounds. Equivalently, the missing part satisfies $0\le k-K(T)\le e^{-gT}k$.

The hypothesis `hg` says that $g$ lies at or below every element of the real spectrum. The smallest eigenvalue is the sharpest choice. In the proof, `hw` is $w_i\ge 0$ and `h1` compares the exponentials; each bound is then a termwise comparison of sums.

```lean
/-- For a symmetric positive definite collision matrix whose eigenvalues are all at least `g`,
the correlation integral up to `T ≥ 0` lies between `1 - exp(-gT)` times the conductivity and
the conductivity. -/
theorem truncation_bounds {O : Matrix n n ℝ} (hO : O.PosDef) (b : n → ℝ) {g T : ℝ}
    (hg : ∀ μ ∈ spectrum ℝ O, g ≤ μ) (hT : 0 ≤ T) :
    (1 - Real.exp (-(g * T))) * conductivity O b ≤ truncatedConductivity O b T ∧
      truncatedConductivity O b T ≤ conductivity O b := by
  obtain ⟨U, d, hU, rfl, hd, hmem⟩ := exists_modes hO
  rw [truncated_modes hU (fun i => (hd i).ne'), conductivity_modes hU (fun i => (hd i).ne')]
  have hw : ∀ i, 0 ≤ (d i)⁻¹ * (b ᵥ* U) i ^ 2 := fun i =>
    mul_nonneg (inv_nonneg.mpr (hd i).le) (sq_nonneg _)
  constructor
  · -- every mode decays at least as fast as exp(-gT)
    rw [Finset.mul_sum]
    refine Finset.sum_le_sum fun i _ => mul_le_mul_of_nonneg_right ?_ (hw i)
    have h1 : Real.exp (-(T * d i)) ≤ Real.exp (-(g * T)) :=
      Real.exp_le_exp.mpr (by nlinarith [mul_le_mul_of_nonneg_left (hg _ (hmem i)) hT])
    linarith
  · refine Finset.sum_le_sum fun i _ => ?_
    nlinarith [mul_nonneg (Real.exp_pos (-(T * d i))).le (hw i)]
```

**A case with two coordinates.** The numbers are chosen for illustration and do not describe a particular crystal; the two coordinates belong to a reduced basis, from which the zero mode has been removed. Take

$$O=\begin{pmatrix}2&1\\1&2\end{pmatrix},\qquad b=\begin{pmatrix}1\\0\end{pmatrix},\qquad T=1.$$

The normalised modes $(1,-1)/\sqrt2$ and $(1,1)/\sqrt2$ have rates $1$ and $3$, and $c_i^2=\tfrac12$ for both. Hence $k=\tfrac12+\tfrac16\approx0.667$, and

$$K(1)=\tfrac12\left(1-e^{-1}\right)+\tfrac16\left(1-e^{-3}\right)\approx0.474.$$

With $g=1$ the lower bound is $(1-e^{-1})\,k\approx0.421$. The truncated value lies above it because the faster mode has almost finished relaxing.

For finite, linearised kinetic models of this kind, the bound helps to choose the cutoff time of a heat-current integral once a positive lower bound on the relaxation rates is known.

## (g) A current carried at a single rate

**Task.** Let $O$ be positive definite and $Ob=gb$, where $g$ now denotes the eigenvalue belonging to $b$, not necessarily the smallest. Show that

$$K(T)=\left(1-e^{-gT}\right)k.$$

**Solution.** Multiply $Ob=gb$ by $U^{\mathsf T}$. Since $U^{\mathsf T}O=DU^{\mathsf T}$, this gives $d_ic_i=g\,c_i$ for every $i$. Each mode therefore has $c_i=0$ and contributes nothing, or has $d_i=g$ and carries the factor $1-e^{-gT}$. That factor comes out of the sum in part (e).

When $g$ is the smallest eigenvalue and $T\ge 0$, the lower bound of part (f) is attained. The Lean proof derives $d_ic_i=g\,c_i$ as `h` and splits on whether $c_i$ vanishes.

```lean
/-- If the heat-current vector is an eigenvector of the symmetric positive definite collision
matrix with eigenvalue `g`, the truncated conductivity equals `1 - exp(-gT)` times the full one. -/
theorem truncation_eq_of_eigenvector {O : Matrix n n ℝ} (hO : O.PosDef) {b : n → ℝ} {g : ℝ}
    (hb : O *ᵥ b = g • b) (T : ℝ) :
    truncatedConductivity O b T = (1 - Real.exp (-(g * T))) * conductivity O b := by
  obtain ⟨U, d, hU, rfl, hd, -⟩ := exists_modes hO
  rw [truncated_modes hU (fun i => (hd i).ne'), conductivity_modes hU (fun i => (hd i).ne'),
    Finset.mul_sum]
  refine Finset.sum_congr rfl fun i _ => ?_
  have hUO : Uᵀ * (U * diagonal d * Uᵀ) = diagonal d * Uᵀ := by
    rw [Matrix.mul_assoc U, ← Matrix.mul_assoc Uᵀ, hU, Matrix.one_mul]
  -- only modes with rate g carry heat current
  have h : (Uᵀ *ᵥ ((U * diagonal d * Uᵀ) *ᵥ b)) i = (Uᵀ *ᵥ (g • b)) i := by rw [hb]
  rw [Matrix.mulVec_mulVec, hUO, ← Matrix.mulVec_mulVec, Matrix.mulVec_diagonal,
    Matrix.mulVec_smul, Matrix.mulVec_transpose, Pi.smul_apply, smul_eq_mul] at h
  by_cases ha : (b ᵥ* U) i = 0
  · simp [ha]
  · rw [mul_right_cancel₀ ha h, mul_comm T g]
```

## (h) The limit of a long cutoff

**Task.** For positive definite $O$, show that

$$\lim_{T\to\infty}K(T)=k.$$

**Solution.** Every $d_i$ is positive, so $e^{-Td_i}\to0$ and each factor $1-e^{-Td_i}$ in part (e) tends to $1$. The sum is finite, so its limit is $\sum_ic_i^2/d_i=k$.

The theorem is called `green_kubo` because it equates a conductivity with a time integral of a current correlation. Both sides belong to the kinetic model; relating them to the microscopic heat-current fluctuations of a crystal is a separate problem, which involves linear-response theory and a justification of the kinetic equation. In Lean, `h1` is the decay of one exponential, and `tendsto_finsetSum` adds up the limits.

```lean
/-- For a symmetric positive definite collision matrix the heat-current correlation integral tends
to the conductivity as the cutoff time goes to infinity. -/
theorem green_kubo {O : Matrix n n ℝ} (hO : O.PosDef) (b : n → ℝ) :
    Tendsto (truncatedConductivity O b) atTop (nhds (conductivity O b)) := by
  obtain ⟨U, d, hU, rfl, hd, -⟩ := exists_modes hO
  rw [funext (truncated_modes hU (fun i => (hd i).ne') b),
    conductivity_modes hU (fun i => (hd i).ne')]
  refine tendsto_finsetSum _ fun i _ => ?_
  have h1 : Tendsto (fun T : ℝ => Real.exp (-(T * d i))) atTop (nhds 0) :=
    Real.tendsto_exp_neg_atTop_nhds_zero.comp (tendsto_id.atTop_mul_const (hd i))
  simpa using (h1.const_sub 1).mul_const ((d i)⁻¹ * (b ᵥ* U) i ^ 2)

end

end PhononGreenKubo
```

```lean
#print axioms PhononGreenKubo.truncation_bounds
-- 'PhononGreenKubo.truncation_bounds' depends on axioms: [propext, Classical.choice, Quot.sound]
#print axioms PhononGreenKubo.truncation_eq_of_eigenvector
-- 'PhononGreenKubo.truncation_eq_of_eigenvector' depends on axioms: [propext, Classical.choice, Quot.sound]
#print axioms PhononGreenKubo.green_kubo
-- 'PhononGreenKubo.green_kubo' depends on axioms: [propext, Classical.choice, Quot.sound]
```
